# For spin-free one-body Hamiltonians, the fourfold commutator with the open-shell singles $T=xE_{vt}+yE_{ti}+zE_{vi}$ is $6x^2y^2h_{iv}E_{vi}$

## Operators, spins and amplitudes

Spatial orbitals are labelled by a type $P$, and spin takes the two values of `Fin 2`. The creation and annihilation operators are elements of a ring $A$. Amplitudes and matrix elements lie in a commutative ring $K$ over which $A$ is an algebra; for ordinary quantum mechanics, $K=\mathbb C$.

```lean
import Mathlib

open Finset

namespace OpenShellSinglesBCH

noncomputable section

variable {P A K : Type*} [DecidableEq P] [Ring A] [CommRing K] [Algebra K A]
```

Write $c_{ps}$ for the creator and $a_{ps}$ for the annihilator of an electron in orbital $p$ with spin $s$. With $\{X,Y\}=XY+YX$, the canonical anticommutation relations are

$$\{c_{ps},c_{qt}\}=0,\qquad \{a_{ps},a_{qt}\}=0,\qquad \{a_{ps},c_{qt}\}=\delta_{pq}\delta_{st}.$$

They express Fermi statistics in an orthonormal orbital basis. They are assumed of the two families, and nothing requires $c_{ps}$ to be the adjoint of $a_{ps}$.

```lean
/-- The canonical anticommutation relations for creators `c p s` and annihilators `a p s`
of an electron in orbital `p` with spin `s`. -/
structure IsCAR (c a : P → Fin 2 → A) : Prop where
  cc : ∀ p s q t, c p s * c q t + c q t * c p s = 0
  aa : ∀ p s q t, a p s * a q t + a q t * a p s = 0
  ac : ∀ p s q t, a p s * c q t + c q t * a p s = if p = q ∧ s = t then 1 else 0
```

The spin-summed excitation $E_{pq}=\sum_s c_{ps}a_{qs}$ moves an electron from $q$ to $p$ and treats both spins alike.

```lean
/-- The spin-summed excitation operator `E_pq`, moving an electron from `q` to `p`. -/
def excit (c a : P → Fin 2 → A) (p q : P) : A := ∑ s, c p s * a q s
```

The commutator is $[X,Y]=XY-YX$.

```lean
/-- The commutator of two operators. -/
def comm (X Y : A) : A := X * Y - Y * X
```

Nested commutators put $T$ on the right each time: $C_0=X$ and $C_{n+1}=[C_n,T]$. These are the terms of $e^{-T}Xe^{T}=\sum_n C_n/n!$, apart from the factorials.

```lean
/-- The `n`-fold nested commutator `[...[[X, T], T]..., T]`. -/
def nested (X T : A) : ℕ → A
  | 0 => X
  | n + 1 => comm (nested X T n) T
```

In particular, $C_4=[[[[X,T],T],T],T]$, which holds by unfolding the definition.

```lean
omit [DecidableEq P] in
/-- The fourfold nested commutator written out. -/
theorem nested_four (X T : A) : nested X T 4 = comm (comm (comm (comm X T) T) T) T := rfl
```

From here on, $t$ names an orbital unless it is called a spin. Let $i$ be doubly occupied, $t$ singly occupied and $v$ virtual. The singles operator is

$$T=xE_{vt}+yE_{ti}+zE_{vi}.$$

The occupations are an interpretation: no reference state appears in the algebra, and the theorems only need the orbitals to be distinct.

```lean
/-- Spin-adapted singles for a doubly occupied orbital `i`, an open shell `t` and a virtual `v`,
with amplitudes `x` for `t → v`, `y` for `i → t` and `z` for `i → v`. -/
def singles (c a : P → Fin 2 → A) (i t v : P) (x y z : K) : A :=
  x • excit c a v t + y • excit c a t i + z • excit c a v i
```

The Hamiltonian is $H=\sum_{pq}h_{pq}E_{pq}$ over a finite set of orbitals. It is spin-free, so spin-orbit coupling and Zeeman terms are left out. In the Lean theorems it is written `oneBody c a h`, while the letter `H` there names the assumption `IsCAR c a`. The coefficients $h_{pq}$ are arbitrary and need not be Hermitian. There is no electron repulsion.

```lean
/-- The spin-free one-body Hamiltonian with matrix elements `h p q`. -/
def oneBody [Fintype P] (c a : P → Fin 2 → A) (h : P → P → K) : A :=
  ∑ p, ∑ q, h p q • excit c a p q
```

## The commutator of two excitations

The map $X\mapsto[X,T]$ is linear, so $H$ can be treated one $E_{pq}$ at a time.

```lean
omit [DecidableEq P] in
/-- The commutator is linear in its first argument: sums, differences, multiples and zero. -/
theorem comm_linear (T : A) :
    (∀ X Y : A, comm (X + Y) T = comm X T + comm Y T) ∧
    (∀ X Y : A, comm (X - Y) T = comm X T - comm Y T) ∧

    (∀ (k : K) (X : A), comm (k • X) T = k • comm X T) ∧
    comm 0 T = 0 ∧
    (∀ (s : Finset P) (f : P → A), comm (∑ p ∈ s, f p) T = ∑ p ∈ s, comm (f p) T) := by
  refine ⟨fun X Y => ?_, fun X Y => ?_, fun k X => ?_, ?_, fun s f => ?_⟩
  · unfold comm; noncomm_ring
  · unfold comm; noncomm_ring
  · simp only [comm, smul_mul_assoc, mul_smul_comm, smul_sub]
  · simp [comm]
  · simp only [comm, Finset.sum_mul, Finset.mul_sum, Finset.sum_sub_distrib]
```

For fixed spins $s,t$, expanding the products confirms the identity

$$\begin{aligned}[][c_{ps}a_{qs},c_{rt}a_{ut}]={}&c_{ps}\{a_{qs},c_{rt}\}a_{ut}-c_{rt}\{a_{ut},c_{ps}\}a_{qs}\\&-\{c_{ps},c_{rt}\}a_{qs}a_{ut}+c_{rt}c_{ps}\{a_{qs},a_{ut}\}.\end{aligned}$$

The last two terms vanish, and the first two anticommutators are $\delta_{qr}\delta_{st}$ and $\delta_{up}\delta_{ts}$. Summing over both spins gives

$$[E_{pq},E_{ru}]=\delta_{qr}E_{pu}-\delta_{pu}E_{rq}.$$

In the proof, `k` is the result for one pair of spins, `noncomm_ring` checks the expansion, and the four spin pairs are then added.

```lean
/-- Spin-summed excitations obey `[E_pq, E_ru] = δ_qr E_pu - δ_pu E_rq`. -/
theorem comm_excit {c a : P → Fin 2 → A} (H : IsCAR c a) (p q r u : P) :
    comm (excit c a p q) (excit c a r u) =
      (if q = r then excit c a p u else 0) - (if p = u then excit c a r q else 0) := by
  -- one pair of spins at a time, written through anticommutators
  have k : ∀ s t, comm (c p s * a q s) (c r t * a u t) =
      c p s * (if q = r ∧ s = t then 1 else 0) * a u t
        - c r t * (if u = p ∧ t = s then 1 else 0) * a q s := by
    intro s t
    rw [← H.ac q s r t, ← H.ac u t p s]
    have e : comm (c p s * a q s) (c r t * a u t) =
        c p s * (a q s * c r t + c r t * a q s) * a u t
          - c r t * (a u t * c p s + c p s * a u t) * a q s
          - (c p s * c r t + c r t * c p s) * (a q s * a u t)
          + c r t * c p s * (a q s * a u t + a u t * a q s) := by
      unfold comm; noncomm_ring
    rw [e, H.cc, H.aa, zero_mul, mul_zero, sub_zero, add_zero]
  have e : comm (excit c a p q) (excit c a r u) =
      comm (c p 0 * a q 0) (c r 0 * a u 0) + comm (c p 0 * a q 0) (c r 1 * a u 1)
      + comm (c p 1 * a q 1) (c r 0 * a u 0) + comm (c p 1 * a q 1) (c r 1 * a u 1) := by
    simp only [excit, Fin.sum_univ_two, comm]; noncomm_ring
  rw [e, k, k, k, k]
  by_cases h1 : q = r <;> by_cases h2 : u = p <;>
    simp [h1, h2, eq_comm (a := p) (b := u), excit, Fin.sum_univ_two] <;> abel
```

Setting $(p,q,r,u)=(v,t,t,i)$ with $i\ne v$ leaves

$$[E_{vt},E_{ti}]=E_{vi}.$$

The open shell can be both filled and emptied, and the excitations $E_{ti}$ and $E_{vt}$ that do so fail to commute whenever $E_{vi}\ne0$.

```lean
/-- The commutator of emptying the open shell into `v` and filling it from `i ≠ v`: `[E_vt, E_ti] =
E_vi`. -/
theorem comm_open_shell {c a : P → Fin 2 → A} (H : IsCAR c a) {i t v : P} (hiv : i ≠ v) :
    comm (excit c a v t) (excit c a t i) = excit c a v i := by
  rw [comm_excit H, if_pos rfl, if_neg hiv.symm, sub_zero]
```

For a general excitation, the same rule applied to each part of $T$ gives

$$\begin{aligned}[][E_{pq},T]={}&x(\delta_{qv}E_{pt}-\delta_{pt}E_{vq})+y(\delta_{qt}E_{pi}-\delta_{pi}E_{tq})\\&+z(\delta_{qv}E_{pi}-\delta_{pi}E_{vq}).\end{aligned}$$

```lean
/-- The commutator of an arbitrary excitation `E_pq` with the open-shell singles operator. -/
theorem comm_singles {c a : P → Fin 2 → A} (H : IsCAR c a) (i t v p q : P) (x y z : K) :
    comm (excit c a p q) (singles c a i t v x y z) =
      x • ((if q = v then excit c a p t else 0) - (if p = t then excit c a v q else 0))
      + y • ((if q = t then excit c a p i else 0) - (if p = i then excit c a t q else 0))
      + z • ((if q = v then excit c a p i else 0) - (if p = i then excit c a v q else 0)) := by
  rw [← comm_excit H, ← comm_excit H, ← comm_excit H]
  simp only [comm, singles, mul_add, add_mul, smul_mul_assoc, mul_smul_comm, smul_sub]
  abel
```

## Only $E_{iv}$ survives four commutators

Start from $C_0=E_{iv}$, with $i,t,v$ distinct. The formula above gives

$$C_1=xE_{it}-yE_{tv}+z(E_{ii}-E_{vv}).$$

For the second step,

$$\begin{aligned}
[E_{it},T]&=y(E_{ii}-E_{tt})-zE_{vt}, & [E_{tv},T]&=x(E_{tt}-E_{vv})+zE_{ti},\\
[E_{ii},T]&=-yE_{ti}-zE_{vi}, & [E_{vv},T]&=xE_{vt}+zE_{vi}.
\end{aligned}$$

Collecting terms,

$$C_2=xy(E_{ii}-2E_{tt}+E_{vv})-2zT.$$

The part proportional to $T$ commutes with $T$. Since $[E_{tt},T]=-xE_{vt}+yE_{ti}$,

$$C_3=3xy(xE_{vt}-yE_{ti}).$$

Finally, $[E_{vt},T]=yE_{vi}$ and $[E_{ti},T]=-xE_{vi}$, so

$$C_4=6x^2y^2E_{vi}.$$

To see that every other $E_{pq}$ gives zero, assign the levels $0,1,2$ to $i,t,v$. Each commutator with $T$ raises the level of $p$ minus the level of $q$ by at least one. This difference lies between $-2$ and $2$, so four steps are possible only from $-2$, that is, from $E_{iv}$. If exactly one index is a spectator, meaning an orbital other than $i,t,v$, the active index can change at most twice before the commutator vanishes. If both are spectators, the first commutator is already zero.

The Lean proof reaches the same conclusion by cases. Each of $p$ and $q$ is $i$, $t$, $v$ or a spectator, which makes sixteen cases. Repeated use of `comm_singles` closes fifteen of them, and `module` collects the coefficients in the case $p=i$, $q=v$.

```lean
/-- Among all excitations `E_pq`, only `E_iv` has a fourfold commutator with the open-shell
singles that can survive, and it equals `6 x² y² E_vi`. -/
theorem fourfold_excit {c a : P → Fin 2 → A} (H : IsCAR c a) {i t v : P}
    (hit : i ≠ t) (hiv : i ≠ v) (htv : t ≠ v) (x y z : K) (p q : P) :
    nested (excit c a p q) (singles c a i t v x y z) 4 =
      if p = i ∧ q = v then (6 * x ^ 2 * y ^ 2) • excit c a v i else 0 := by
  obtain ⟨l1, l2, l3, l4, -⟩ :=
    comm_linear (P := P) (K := K) (singles c a i t v x y z)
  rw [nested_four]
  have hti := hit.symm
  have hvi := hiv.symm
  have hvt := htv.symm
  have hp : p = i ∨ p = t ∨ p = v ∨ (p ≠ i ∧ p ≠ t ∧ p ≠ v) := by tauto
  have hq : q = i ∨ q = t ∨ q = v ∨ (q ≠ i ∧ q ≠ t ∧ q ≠ v) := by tauto
  -- each index is one of the three active orbitals or a spectator
  rcases hp with rfl | rfl | rfl | ⟨p1, p2, p3⟩ <;>
  rcases hq with rfl | rfl | rfl | ⟨q1, q2, q3⟩ <;>
  simp only [comm_singles H, *, if_true, if_false, smul_zero, sub_zero,
    add_zero, zero_add, sub_self, and_true, and_false, and_self]
  -- only the case p = i, q = v is left
  module
```

## The Hamiltonian and the fifth commutator

By linearity, only the term $h_{iv}E_{iv}$ of the spin-free Hamiltonian $H$ contributes:

$$[[[[H,T],T],T],T]=6x^2y^2h_{iv}E_{vi}.$$

Moreover $[E_{vi},T]=0$, because none of the deltas in the general formula is satisfied, so the fifth commutator vanishes. `Finset.sum_eq_single` picks out the surviving term, first in $p$ and then in $q$.

For open-shell coupled-cluster theory, this fixes where the expansion of the similarity-transformed Hamiltonian ends in a model with one open shell, singles only and non-interacting electrons. The amplitude $z$ of the direct excitation $i\to v$ does not enter the last term, which disappears if $x$ or $y$ is zero.

```lean
/-- For any one-body Hamiltonian the fourfold commutator with the open-shell singles is
`6 x² y² h_iv E_vi`, and the fivefold commutator vanishes. -/
theorem open_shell_termination [Fintype P] {c a : P → Fin 2 → A} (H : IsCAR c a) {i t v : P}
    (hit : i ≠ t) (hiv : i ≠ v) (htv : t ≠ v) (x y z : K) (h : P → P → K) :
    nested (oneBody c a h) (singles c a i t v x y z) 4 =
        (6 * x ^ 2 * y ^ 2 * h i v) • excit c a v i ∧
      nested (oneBody c a h) (singles c a i t v x y z) 5 = 0 := by
  obtain ⟨-, -, l4, -, l6⟩ :=
    comm_linear (P := P) (K := K) (singles c a i t v x y z)
  have four : nested (oneBody c a h) (singles c a i t v x y z) 4 =
      (6 * x ^ 2 * y ^ 2 * h i v) • excit c a v i := by
    have key := fourfold_excit H hit hiv htv x y z
    simp only [nested_four] at key ⊢
    simp only [oneBody, l6, l4, key]
    rw [Finset.sum_eq_single i, Finset.sum_eq_single v]
    · rw [if_pos ⟨rfl, rfl⟩]; module
    · intro q _ hq; simp [hq]
    · intro hn; exact absurd (Finset.mem_univ _) hn
    · intro p _ hp; simp [hp]
    · intro hn; exact absurd (Finset.mem_univ _) hn
  refine ⟨four, ?_⟩
  -- the surviving excitation commutes with the singles operator
  change comm (nested _ _ 4) _ = 0
  rw [four, l4, comm_singles H]
  simp [hit, hiv, hiv.symm, htv.symm]
```

For $x=y=1$ and $z=0$, the operator is $T=E_{vt}+E_{ti}$, and the fourfold commutator of $E_{iv}$ with it is $6E_{vi}$. Integer amplitudes suffice here, so the statement holds in any ring with the anticommutation relations.

```lean
/-- With `T = E_vt + E_ti`, the fourfold commutator of `E_iv` with `T` is `6 E_vi` and the
fivefold commutator is zero. -/
theorem unit_amplitudes {c a : P → Fin 2 → A} (H : IsCAR c a) {i t v : P}
    (hit : i ≠ t) (hiv : i ≠ v) (htv : t ≠ v) :
    nested (excit c a i v) (excit c a v t + excit c a t i) 4 = 6 * excit c a v i ∧
      nested (excit c a i v) (excit c a v t + excit c a t i) 5 = 0 := by
  have hT : singles c a i t v (1 : ℤ) 1 0 = excit c a v t + excit c a t i := by simp [singles]
  have four := fourfold_excit H hit hiv htv (1 : ℤ) 1 0 i v
  rw [if_pos ⟨rfl, rfl⟩] at four
  constructor
  · rw [← hT, four]; simp
  · rw [← hT]
    change comm (nested _ _ 4) _ = 0
    rw [four, (comm_linear (P := P) (K := ℤ) _).2.2.1, comm_singles H]
    simp [hit, hiv, hiv.symm, htv.symm]
```

## A Fock space where the fourth term is nonzero

The anticommutation relations alone do not say that $6E_{vi}\ne0$, since they also hold in the zero ring. A concrete representation shows that the fourth term can be nonzero. Take the exterior algebra over the complex spin-orbital space. For finite $P$ this is the usual fermionic Fock space.

```lean
/-- The exterior algebra of the complex functions on the spin orbitals; for finite `P` this is the
fermionic Fock space. -/
abbrev Fock (P : Type*) := ExteriorAlgebra ℂ (P × Fin 2 → ℂ)
```

Creation is the wedge product with a spin orbital, $c_{ps}\Psi=e_{ps}\wedge\Psi$, where $e_{ps}$ is the basis vector of that spin orbital.

```lean
/-- Creation on Fock space: the wedge product with a spin orbital. -/
def create (p : P) (s : Fin 2) : Module.End ℂ (Fock P) :=
  LinearMap.mulLeft ℂ (ExteriorAlgebra.ι ℂ (Pi.single (p, s) (1 : ℂ)))
```

Annihilation is contraction with the corresponding coordinate function.

```lean
/-- Annihilation on Fock space: contraction with a spin orbital. -/
def annihilate (p : P) (s : Fin 2) : Module.End ℂ (Fock P) :=
  CliffordAlgebra.contractLeft (LinearMap.proj (p, s))
```

Wedge products with two vectors anticommute, and so do two contractions. The mixed relation is the signed product rule

$$a_{ps}(e_{qt}\wedge\Psi)=\delta_{pq}\delta_{st}\Psi-e_{qt}\wedge a_{ps}\Psi,$$

in which $t$ is again a spin. To see that $E_{pq}$ is nonzero, let it act on one electron in $q$ with spin $0$:

$$E_{pq}e_{q0}=e_{p0}\ne0.$$

The theorem below checks the three relations in turn and then this action.

```lean
/-- Creation and annihilation on Fock space obey the canonical anticommutation relations, and
every spin-summed excitation is a nonzero operator there. -/
theorem isCAR_witness :
    IsCAR (create (P := P)) annihilate ∧
      ∀ p q : P, excit (create (P := P)) annihilate p q ≠ 0 := by
  refine ⟨⟨fun p s q t => ?_, fun p s q t => ?_, fun p s q t => ?_⟩, fun p q h0 => ?_⟩
  · refine LinearMap.ext fun x => ?_
    change ExteriorAlgebra.ι ℂ _ * (ExteriorAlgebra.ι ℂ _ * x)
      + ExteriorAlgebra.ι ℂ _ * (ExteriorAlgebra.ι ℂ _ * x) = 0
    rw [← mul_assoc, ← mul_assoc, ← add_mul, ExteriorAlgebra.ι_add_mul_swap, zero_mul]
  · refine LinearMap.ext fun x => ?_
    change CliffordAlgebra.contractLeft _ (CliffordAlgebra.contractLeft _ x)
      + CliffordAlgebra.contractLeft _ (CliffordAlgebra.contractLeft _ x) = 0
    rw [CliffordAlgebra.contractLeft_comm, neg_add_cancel]
  · refine LinearMap.ext fun x => ?_
    change CliffordAlgebra.contractLeft (LinearMap.proj (p, s))
      (CliffordAlgebra.ι _ (Pi.single (q, t) (1 : ℂ)) * x)
      + CliffordAlgebra.ι _ (Pi.single (q, t) (1 : ℂ)) * CliffordAlgebra.contractLeft _ x = _
    rw [CliffordAlgebra.contractLeft_ι_mul, sub_add_cancel]
    change (Pi.single (q, t) (1 : ℂ) : P × Fin 2 → ℂ) (p, s) • x = _
    by_cases hh : p = q ∧ s = t
    · obtain ⟨rfl, rfl⟩ := hh
      simp
    · rw [Pi.single_apply, if_neg (fun e => hh (Prod.mk.inj e)), if_neg hh, zero_smul]
      rfl
  · -- act on the one-electron state in orbital q
    have h1 := LinearMap.congr_fun h0 (ExteriorAlgebra.ι ℂ (Pi.single (q, 0) (1 : ℂ)))
    rw [excit, Fin.sum_univ_two] at h1
    let Q : QuadraticForm ℂ (P × Fin 2 → ℂ) := 0
    change CliffordAlgebra.ι Q (Pi.single (p, 0) (1 : ℂ) : P × Fin 2 → ℂ) *
        CliffordAlgebra.contractLeft (LinearMap.proj (q, 0))
          (CliffordAlgebra.ι Q (Pi.single (q, 0) (1 : ℂ) : P × Fin 2 → ℂ))
      + CliffordAlgebra.ι Q (Pi.single (p, 1) (1 : ℂ) : P × Fin 2 → ℂ) *
        CliffordAlgebra.contractLeft (LinearMap.proj (q, 1))
          (CliffordAlgebra.ι Q (Pi.single (q, 0) (1 : ℂ) : P × Fin 2 → ℂ)) = 0 at h1
    rw [CliffordAlgebra.contractLeft_ι, CliffordAlgebra.contractLeft_ι] at h1
    change CliffordAlgebra.ι Q (Pi.single (p, 0) (1 : ℂ) : P × Fin 2 → ℂ) *
        algebraMap ℂ (CliffordAlgebra Q) ((Pi.single (q, 0) (1 : ℂ) : P × Fin 2 → ℂ) (q, 0))
      + CliffordAlgebra.ι Q (Pi.single (p, 1) (1 : ℂ) : P × Fin 2 → ℂ) *
        algebraMap ℂ (CliffordAlgebra Q)
          ((Pi.single (q, 0) (1 : ℂ) : P × Fin 2 → ℂ) (q, 1)) = 0 at h1
    have ne : (q, (1 : Fin 2)) ≠ (q, 0) := by simp
    rw [Pi.single_eq_same, Pi.single_apply, if_neg ne, map_one, map_zero, mul_one, mul_zero,
      add_zero] at h1
    have h3 := congrFun ((ExteriorAlgebra.ι_eq_zero_iff _).1 h1) (p, 0)
    simp at h3
```

Hence, on this Fock space with finite $P$, the fourfold commutator is nonzero whenever $x$, $y$ and $h_{iv}$ are all nonzero, whatever the value of $z$.

The smallest orbital set is $P=\{i,t,v\}$. Take $h_{iv}=h_{vi}=1$ as the only nonzero matrix elements, $x=y=1$ and $z=0$. Then $H=E_{iv}+E_{vi}$ is Hermitian, and the fourfold commutator sends one electron in $i$ to six times the same-spin state in $v$.

```lean
/-- On Fock space the fourfold commutator is nonzero whenever the amplitudes `x`, `y` and the
matrix element `h i v` are nonzero. -/
theorem fourfold_ne_zero [Fintype P] {i t v : P} (hit : i ≠ t) (hiv : i ≠ v) (htv : t ≠ v)
    {x y : ℂ} (z : ℂ) (hx : x ≠ 0) (hy : y ≠ 0) (h : P → P → ℂ) (hh : h i v ≠ 0) :
    nested (oneBody (create (P := P)) annihilate h)
      (singles create annihilate i t v x y z) 4 ≠ 0 := by
  rw [(open_shell_termination isCAR_witness.1 hit hiv htv x y z h).1]
  exact smul_ne_zero (by simp [hx, hy, hh]) (isCAR_witness.2 v i)

end

end OpenShellSinglesBCH
```

```lean
#print axioms OpenShellSinglesBCH.comm_open_shell
#print axioms OpenShellSinglesBCH.open_shell_termination
#print axioms OpenShellSinglesBCH.unit_amplitudes
#print axioms OpenShellSinglesBCH.fourfold_ne_zero
```

```
'OpenShellSinglesBCH.comm_open_shell' depends on axioms: [propext, Classical.choice, Quot.sound]
'OpenShellSinglesBCH.open_shell_termination' depends on axioms: [propext, Classical.choice, Quot.sound]
'OpenShellSinglesBCH.unit_amplitudes' depends on axioms: [propext, Classical.choice, Quot.sound]
'OpenShellSinglesBCH.fourfold_ne_zero' depends on axioms: [propext, Classical.choice, Quot.sound]
```
